# Newton and frozen-Hessian steps in one variable: the limiting error ratios $E'''(a)/(2E''(a))$ and $1-E''(a)/H_0$

Take the energy $E(t)=t^3/3-t$, with gradient $t^2-1$, Hessian $2t$ and a minimum at $t=1$. A Newton step from $x\neq 0$ leads to

$$x-\frac{x^2-1}{2x}=\frac{x^2+1}{2x},\qquad\text{so the new error is}\qquad \frac{x^2+1}{2x}-1=\frac{(x-1)^2}{2x}.$$

The old error $x-1$ has been squared, and the prefactor $1/(2x)$ tends to $1/2$ as $x\to1$. Now take $E(t)=t^2/2$, whose Hessian is $1$, but compute the step with the fixed value $2$. The step from $x$ leads to $x-x/2=x/2$, so the error is only halved.

Both prefactors are instances of general formulas. Let $a$ be a stationary point of $E$, and let the iterates $x_n$ converge to $a$ without ever equalling it, with errors $e_n=x_n-a$. Convergence is assumed throughout, and the results give its rate.

In Lean, `Tendsto … atTop (𝓝 L)` says that a sequence has limit $L$, and `𝓝[≠] a` describes an approach to $a$ that excludes $a$ itself.

```lean
import Mathlib

open Filter Topology

namespace SecondOrderSCFRates
```

## The step as a linear equation

With a model Hessian $H$, the next iterate minimises or, more generally, makes stationary the local quadratic model of the energy. This condition is

$$H(x_n)\,(x_{n+1}-x_n)=-E'(x_n).$$

`QuasiNewtonRun E H x` states this equation for every $n$, with `deriv E` as the gradient.

```lean
/-- The iterates `x` solve the quasi-Newton equation `H(xₙ) (xₙ₊₁ - xₙ) = -E'(xₙ)` at every
step, with `H` the model Hessian. -/
def QuasiNewtonRun (E H : ℝ → ℝ) (x : ℕ → ℝ) : Prop :=
  ∀ n, H (x n) * (x (n + 1) - x n) = -deriv E (x n)
```

Newton's method uses the exact curvature, $H=E''$.

```lean
/-- Newton iteration: the model Hessian is the exact second derivative of the energy. -/
def NewtonRun (E : ℝ → ℝ) (x : ℕ → ℝ) : Prop :=
  QuasiNewtonRun E (deriv (deriv E)) x
```

The frozen method uses one number $H_0$ at every step. It stands for a curvature estimate made once and kept, such as one built from an orbital energy gap.

```lean
/-- Frozen-Hessian iteration: the model Hessian is the same number `H0` at every step. -/
def FrozenRun (E : ℝ → ℝ) (H0 : ℝ) (x : ℕ → ℝ) : Prop :=
  QuasiNewtonRun E (fun _ => H0) x
```

The run could also have been defined by the explicit update $x_{n+1}=x_n-E'(x_n)/H(x_n)$. For $H_0\neq0$ the two frozen definitions agree. For $H_0=0$ they differ: Lean sets division by zero to zero, so the explicit update would stand still, whereas the linear equation demands $E'(x_n)=0$ and leaves $x_{n+1}$ free. With a constant energy and $H_0=0$, every sequence is then a run, and no error ratio is determined. The hypothesis $H_0\neq0$ excludes this case.

The variable is a single real number, for example one orbital rotation angle. For self-consistent-field (SCF) calculations, the Newton results describe in this one-parameter model the final phase of a converging second-order run, and the frozen results that of a run with a fixed approximate Hessian, in both cases once full steps are taken. Coupled rotations, level shifts and active trust-region restrictions are not covered.

## The gradient near the stationary point

If $f$ is differentiable at $a$, its secant slopes converge to its derivative:

$$\frac{f(t)-f(a)}{t-a}\to f'(a)\qquad(t\to a,\ t\neq a).$$

This is the definition of the derivative, written in the form used below.

```lean
/-- The secant slope of a function differentiable at `a` tends to its derivative there. -/
theorem secant_tendsto {f : ℝ → ℝ} {a : ℝ} (hf : DifferentiableAt ℝ f a) :
    Tendsto (fun t => (f t - f a) / (t - a)) (𝓝[≠] a) (𝓝 (deriv f a)) :=
  (hasDerivAt_iff_tendsto_slope.1 hf.hasDerivAt).congr (fun t => slope_def_field f a t)
```

The Newton rate also needs the second-order correction to the linear gradient model $E''(a)(t-a)$. Since $E'(a)=0$, both $E'(t)-E''(a)(t-a)$ and $(t-a)^2$ vanish at $a$. L'Hôpital's rule replaces their quotient by the quotient of their derivatives:

$$\frac{E''(t)-E''(a)}{2(t-a)}\to\frac{E'''(a)}{2}.$$

The limit is the secant result applied to $f=E''$. In the proof, the continuity facts `hc` and `hq` show that numerator and denominator tend to zero. The bullets then supply the two derivatives, the non-vanishing of $2(t-a)$ away from $a$, and the limit of the new quotient.

```lean
/-- Near a stationary point the gradient differs from its linear model `E''(a) (t - a)` by `E'''(a)
(t - a)² / 2`, up to an error that is small compared with `(t - a)²`. -/
theorem gradient_second_order {E : ℝ → ℝ} {a : ℝ} (h1 : Differentiable ℝ (deriv E))
    (h2 : DifferentiableAt ℝ (deriv (deriv E)) a) (ha : deriv E a = 0) :
    Tendsto (fun t => (deriv E t - deriv (deriv E) a * (t - a)) / (t - a) ^ 2) (𝓝[≠] a)
      (𝓝 (deriv (deriv (deriv E)) a / 2)) := by
  have hc : Continuous (fun t => deriv E t - deriv (deriv E) a * (t - a)) :=
    h1.continuous.sub (by fun_prop)
  have hq : Continuous (fun t : ℝ => (t - a) ^ 2) := by fun_prop
  -- L'Hôpital's rule reduces the claim to the secant slope of the Hessian
  refine HasDerivAt.lhopital_zero_nhdsNE
    (f' := fun t => deriv (deriv E) t - deriv (deriv E) a) (g' := fun t => 2 * (t - a))
    (Eventually.of_forall fun t => ?_) (Eventually.of_forall fun t => ?_) ?_
    ((hc.tendsto' a 0 (by simp [ha])).mono_left nhdsWithin_le_nhds)
    ((hq.tendsto' a 0 (by simp)).mono_left nhdsWithin_le_nhds) ?_
  · have h := (h1 t).hasDerivAt.fun_sub
      (((hasDerivAt_id' t).sub_const a).const_mul (deriv (deriv E) a))
    exact h.congr_deriv (by ring)
  · have h := ((hasDerivAt_id' t).sub_const a).fun_pow 2
    exact h.congr_deriv (by norm_num)
  · filter_upwards [self_mem_nhdsWithin] with t ht
    exact mul_ne_zero two_ne_zero (sub_ne_zero.2 ht)
  · exact ((secant_tendsto h2).div_const 2).congr
      (fun t => by rw [div_div, mul_comm (t - a) 2])
```

## Newton steps square the error

Write the Newton equation in terms of errors, using $x_{n+1}-x_n=e_{n+1}-e_n$. Where $E''(x_n)\neq0$,

$$e_{n+1}=\frac{e_nE''(x_n)-E'(x_n)}{E''(x_n)}.$$

Add and subtract $E''(a)e_n$ in the numerator and divide by $e_n^2$:

$$\frac{e_{n+1}}{e_n^2}=\frac{1}{E''(x_n)}\left[\frac{E''(x_n)-E''(a)}{e_n}-\frac{E'(x_n)-E''(a)e_n}{e_n^2}\right].$$

The first term in the bracket tends to $E'''(a)$, the second to $E'''(a)/2$, and $E''(x_n)$ tends to $E''(a)$. Hence

$$\frac{e_{n+1}}{e_n^2}\to\frac{E'''(a)}{2E''(a)}.$$

The theorem assumes that $E$ is three times continuously differentiable on the real line (`ContDiff ℝ 3 E`), that $E'(a)=0$ and that $E''(a)\neq0$. The sign of $E''(a)$ is free, so $a$ may be a maximum. The hypotheses `hlim` and `hne` state convergence to $a$ and $x_n\neq a$ for all $n$.

In the proof, `h4` combines the three limits, `key` is the Newton equation solved for the new error, and `alg` is the rearrangement with the bracket. The hypotheses guarantee a nonzero Hessian at $x_n$ from some $n$ onwards, which suffices for a limit.

```lean
/-- Newton iterates converging to a nondegenerate stationary point without hitting it satisfy
`eₙ₊₁ / eₙ² → E'''(a) / (2 E''(a))`. -/
theorem newton_error_ratio {E : ℝ → ℝ} {a : ℝ} {x : ℕ → ℝ} (hE : ContDiff ℝ 3 E)
    (ha : deriv E a = 0) (hH : deriv (deriv E) a ≠ 0) (hx : NewtonRun E x)
    (hlim : Tendsto x atTop (𝓝 a)) (hne : ∀ n, x n ≠ a) :
    Tendsto (fun n => (x (n + 1) - a) / (x n - a) ^ 2) atTop
      (𝓝 (deriv (deriv (deriv E)) a / (2 * deriv (deriv E) a))) := by
  have c1 : ContDiff ℝ (2 : ℕ) (deriv E) :=
    ContDiff.iterate_deriv' 2 1 (by exact hE)
  have c2 : ContDiff ℝ (1 : ℕ) (deriv (deriv E)) :=
    ContDiff.iterate_deriv' 1 2 (by exact hE)
  have d1 : Differentiable ℝ (deriv E) := c1.differentiable (by norm_num)
  have d2 : Differentiable ℝ (deriv (deriv E)) := c2.differentiable (by norm_num)
  have hp : Tendsto x atTop (𝓝[≠] a) :=
    tendsto_nhdsWithin_iff.2 ⟨hlim, Eventually.of_forall hne⟩
  have h3 : Tendsto (fun n => deriv (deriv E) (x n)) atTop (𝓝 (deriv (deriv E) a)) :=
    (d2.continuous.tendsto a).comp hlim
  have h4 := (((secant_tendsto (d2 a)).comp hp).sub
    ((gradient_second_order d1 (d2 a) ha).comp hp)).div h3 hH
  have hval : (deriv (deriv (deriv E)) a - deriv (deriv (deriv E)) a / 2) / deriv (deriv E) a
      = deriv (deriv (deriv E)) a / (2 * deriv (deriv E) a) := by
    rw [sub_half, div_div]
  have alg : ∀ h h0 g e : ℝ, h ≠ 0 → e ≠ 0 →
      ((h - h0) / e - (g - h0 * e) / e ^ 2) / h = ((e * h - g) / h) / e ^ 2 := by
    intro h h0 g e hh he
    field_simp
    ring
  rw [← hval]
  refine h4.congr' ?_
  filter_upwards [h3.eventually_ne hH] with n hn
  -- the Newton equation solved for the new error
  have hs : deriv (deriv E) (x n) * (x (n + 1) - x n) = -deriv E (x n) := hx n
  have key : x (n + 1) - a
      = ((x n - a) * deriv (deriv E) (x n) - deriv E (x n)) / deriv (deriv E) (x n) := by
    rw [eq_div_iff hn]
    linear_combination hs
  show _ = (x (n + 1) - a) / (x n - a) ^ 2
  rw [key]
  exact alg (deriv (deriv E) (x n)) (deriv (deriv E) a) (deriv E (x n)) (x n - a) hn
    (sub_ne_zero.2 (hne n))
```

The condition $E''(a)\neq0$ matters already for $E(t)=t^4$ at $a=0$. There the Newton step is $x_{n+1}=x_n-4x_n^3/(12x_n^2)=\tfrac23x_n$. From $x_0=1$ the errors shrink only by the factor $2/3$, and $e_{n+1}/e_n^2=2/(3e_n)$ grows without bound. This quartic run is an informal illustration and does not appear in the Lean file.

## Why the number of correct digits doubles

Let $r_n=e_{n+1}/e_n^2$. Taking logarithms gives, once $\log|e_n|\neq0$,

$$\frac{\log|e_{n+1}|}{\log|e_n|}=2+\frac{\log|r_n|}{\log|e_n|}.$$

If $E'''(a)\neq0$, then $r_n$ has a nonzero limit and $\log|r_n|$ converges. Meanwhile $\log|e_n|\to-\infty$, so the last term vanishes and the ratio tends to $2$. Since $-\log_{10}|e_n|$ counts correct decimal places, their number asymptotically doubles with each step. If $E'''(a)=0$, the previous theorem still gives $e_{n+1}/e_n^2\to0$.

In the proof, `hr` is the limit of $\log|r_n|$ and `hL` the divergence of $\log|e_n|$. The closing rewrites are the logarithm rules for quotients and powers.

```lean
/-- Digit doubling: if Newton iterates converge to a nondegenerate stationary point `a` without
hitting it, and `E'''(a) ≠ 0`, then `log |eₙ₊₁| / log |eₙ| → 2`. -/
theorem newton_digit_doubling {E : ℝ → ℝ} {a : ℝ} {x : ℕ → ℝ} (hE : ContDiff ℝ 3 E)
    (ha : deriv E a = 0) (hH : deriv (deriv E) a ≠ 0) (hT : deriv (deriv (deriv E)) a ≠ 0)
    (hx : NewtonRun E x) (hlim : Tendsto x atTop (𝓝 a)) (hne : ∀ n, x n ≠ a) :
    Tendsto (fun n => Real.log |x (n + 1) - a| / Real.log |x n - a|) atTop (𝓝 2) := by
  have hr := (newton_error_ratio hE ha hH hx hlim hne).abs.log
    (abs_ne_zero.2 (div_ne_zero hT (mul_ne_zero two_ne_zero hH)))
  have h0 : Tendsto (fun n => |x n - a|) atTop (𝓝[≠] 0) := by
    refine tendsto_nhdsWithin_iff.2 ⟨?_, Eventually.of_forall fun n =>
      abs_ne_zero.2 (sub_ne_zero.2 (hne n))⟩
    have h := (hlim.sub_const a).abs
    rwa [sub_self, abs_zero] at h
  have hlog : Tendsto Real.log (𝓝[≠] 0) atBot := Real.tendsto_log_nhdsNE_zero
  have hL : Tendsto (fun n => Real.log |x n - a|) atTop atBot := hlog.comp h0
  -- the prefactor contributes a bounded term, divided by a diverging logarithm
  have h := (hr.mul (tendsto_inv_atBot_zero.comp hL)).const_add 2
  rw [mul_zero, add_zero] at h
  refine h.congr' ?_
  filter_upwards [hL.eventually_lt_atBot 0] with n hn
  have e0 : |x n - a| ≠ 0 := abs_ne_zero.2 (sub_ne_zero.2 (hne n))
  have e1 : |x (n + 1) - a| ≠ 0 := abs_ne_zero.2 (sub_ne_zero.2 (hne (n + 1)))
  have hn' : Real.log |x n - a| ≠ 0 := hn.ne
  show 2 + Real.log |(x (n + 1) - a) / (x n - a) ^ 2| * (Real.log |x n - a|)⁻¹ = _
  rw [abs_div, abs_pow, Real.log_div e1 (pow_ne_zero 2 e0), Real.log_pow, sub_mul,
    Nat.cast_ofNat, mul_assoc, mul_inv_cancel₀ hn', div_eq_mul_inv]
  ring
```

## With a frozen Hessian the ratio of successive errors tends to a limit

For $H_0\neq0$ the step equation gives $e_{n+1}=e_n-E'(x_n)/H_0$. Dividing by $e_n$ and using $E'(a)=0$,

$$\frac{e_{n+1}}{e_n}=1-\frac{1}{H_0}\,\frac{E'(x_n)-E'(a)}{x_n-a}\to1-\frac{E''(a)}{H_0}.$$

Only the secant limit for $f=E'$ is needed, so the theorem asks for differentiability of the gradient at $a$ and for no third derivative. Its proof takes that limit along the iterates, and `key` is the equation for $e_{n+1}$. When the limiting ratio has absolute value strictly between $0$ and $1$, convergence is linear.

```lean
/-- With a frozen nonzero Hessian `H0`, iterates converging to a stationary point without
hitting it satisfy `eₙ₊₁ / eₙ → 1 - E''(a) / H0`. -/
theorem frozen_error_ratio {E : ℝ → ℝ} {a H0 : ℝ} {x : ℕ → ℝ}
    (hE : DifferentiableAt ℝ (deriv E) a) (ha : deriv E a = 0) (hH0 : H0 ≠ 0)
    (hx : FrozenRun E H0 x) (hlim : Tendsto x atTop (𝓝 a)) (hne : ∀ n, x n ≠ a) :
    Tendsto (fun n => (x (n + 1) - a) / (x n - a)) atTop
      (𝓝 (1 - deriv (deriv E) a / H0)) := by
  have hp : Tendsto x atTop (𝓝[≠] a) :=
    tendsto_nhdsWithin_iff.2 ⟨hlim, Eventually.of_forall hne⟩
  refine ((((secant_tendsto hE).comp hp).div_const H0).const_sub 1).congr fun n => ?_
  have he : x n - a ≠ 0 := sub_ne_zero.2 (hne n)
  have hs : H0 * (x (n + 1) - x n) = -deriv E (x n) := hx n
  show 1 - (deriv E (x n) - deriv E a) / (x n - a) / H0 = _
  have key : x (n + 1) - a = (x n - a) - deriv E (x n) / H0 := by
    rw [eq_sub_iff_add_eq, ← eq_sub_iff_add_eq', div_eq_iff hH0]
    linear_combination hs
  rw [key, ha, sub_zero, sub_div, div_self he, div_right_comm]
```

Convergence is superlinear when $e_{n+1}/e_n\to0$. A sequence has only one limit, so this happens exactly when $1-E''(a)/H_0=0$, that is, when $H_0=E''(a)$. A frozen Hessian that misses the true curvature at the solution therefore rules out superlinear convergence in this one-variable setting, as long as no iterate hits the solution exactly. The two directions of the proof are uniqueness of limits and substitution.

```lean
/-- If iterates with a frozen nonzero Hessian converge to a stationary point without hitting it, the
convergence is superlinear exactly when the frozen Hessian equals the true one there. -/
theorem frozen_superlinear_iff {E : ℝ → ℝ} {a H0 : ℝ} {x : ℕ → ℝ}
    (hE : DifferentiableAt ℝ (deriv E) a) (ha : deriv E a = 0) (hH0 : H0 ≠ 0)
    (hx : FrozenRun E H0 x) (hlim : Tendsto x atTop (𝓝 a)) (hne : ∀ n, x n ≠ a) :
    Tendsto (fun n => (x (n + 1) - a) / (x n - a)) atTop (𝓝 0) ↔ H0 = deriv (deriv E) a := by
  have hr := frozen_error_ratio hE ha hH0 hx hlim hne
  constructor
  · intro h
    have h1 := tendsto_nhds_unique hr h
    exact ((div_eq_one_iff_eq hH0).1 (by linarith)).symm
  · intro h
    rwa [← h, div_self hH0, sub_self] at hr
```

## The opening examples as explicit runs

The cubic energy from the beginning has a Newton run in closed form.

```lean
/-- The anharmonic model energy `t³/3 - t`. -/
noncomputable def cubicEnergy (t : ℝ) : ℝ := t ^ 3 / 3 - t
```

Put $x=(1+q)/(1-q)$. The Newton step gives

$$\frac{x^2+1}{2x}=\frac{(1+q)^2+(1-q)^2}{2(1+q)(1-q)}=\frac{1+q^2}{1-q^2},$$

so each step replaces $q$ by $q^2$. Starting with $q=1/2$, after $n$ steps $q=(1/2)^{2^n}$. The iterates are $3,\ 5/3,\ 17/15,\dots$

```lean
/-- The sequence `(1 + q) / (1 - q)` with `q = (1/2)^(2^n)`. -/
noncomputable def cubicIterates (n : ℕ) : ℝ :=
  (1 + (1 / 2 : ℝ) ^ 2 ^ n) / (1 - (1 / 2 : ℝ) ^ 2 ^ n)
```

Because $q\to0$ with $0<q<1$, the iterates tend to $1$ and never reach it. The second and third derivatives at $1$ both equal $2$, so the error-ratio theorem gives the limit $2/(2\cdot2)=1/2$, as found at the start. The next theorem confirms that this run meets all the hypotheses of the two Newton theorems. Its proof computes the derivatives, then replaces the power by a single variable `q` and checks the identity above by algebra.

```lean
/-- The cubic energy and its explicit iterates form a Newton run that converges to the
stationary point `1` without hitting it, with second and third derivative equal to `2` there. -/
theorem newton_witness :
    ContDiff ℝ 3 cubicEnergy ∧ deriv cubicEnergy 1 = 0 ∧ deriv (deriv cubicEnergy) 1 = 2 ∧
      deriv (deriv (deriv cubicEnergy)) 1 = 2 ∧ NewtonRun cubicEnergy cubicIterates ∧
      Tendsto cubicIterates atTop (𝓝 1) ∧ ∀ n, cubicIterates n ≠ 1 := by
  have d1 : deriv cubicEnergy = fun t => t ^ 2 - 1 := by
    funext t
    have h := ((hasDerivAt_pow 3 t).div_const 3).fun_sub (hasDerivAt_id' t)
    have h' : HasDerivAt cubicEnergy (t ^ 2 - 1) t := h.congr_deriv (by norm_num)
    exact h'.deriv
  have d2 : deriv (fun t : ℝ => t ^ 2 - 1) = fun t => 2 * t := by
    funext t
    exact (((hasDerivAt_pow 2 t).sub_const 1).congr_deriv (by norm_num)).deriv
  have d3 : deriv (fun t : ℝ => 2 * t) = fun _ => 2 := by
    funext t
    exact (((hasDerivAt_id' t).const_mul 2).congr_deriv (by norm_num)).deriv
  have q0 : ∀ n : ℕ, 0 < (1 / 2 : ℝ) ^ 2 ^ n := fun n => by positivity
  have q1 : ∀ n : ℕ, (1 / 2 : ℝ) ^ 2 ^ n < 1 := fun n =>
    pow_lt_one₀ (by norm_num) (by norm_num) (pow_ne_zero n two_ne_zero)
  refine ⟨?_, by rw [d1]; norm_num, by rw [d1, d2]; norm_num, by rw [d1, d2, d3], ?_, ?_, ?_⟩
  · unfold cubicEnergy
    fun_prop
  · intro n
    rw [d1, d2]
    simp only [cubicIterates]
    rw [pow_succ 2 n, pow_mul]
    have h0 := q0 n
    have h1 := q1 n
    generalize (1 / 2 : ℝ) ^ 2 ^ n = q at h0 h1 ⊢
    have hm : 1 - q ≠ 0 := by linarith
    have hp : 1 + q ≠ 0 := by linarith
    rw [show 1 - q ^ 2 = (1 - q) * (1 + q) by ring]
    field_simp
    ring
  · have hq : Tendsto (fun n : ℕ => (1 / 2 : ℝ) ^ 2 ^ n) atTop (𝓝 0) :=
      (tendsto_pow_atTop_nhds_zero_of_lt_one (by norm_num) (by norm_num)).comp
        (tendsto_pow_atTop_atTop_of_one_lt one_lt_two)
    have h := (hq.const_add 1).div (hq.const_sub 1) (by norm_num)
    rw [show ((1 : ℝ) + 0) / (1 - 0) = 1 by norm_num] at h
    exact h
  · intro n h
    have h0 := q0 n
    have h1 := q1 n
    unfold cubicIterates at h
    rw [div_eq_one_iff_eq (by linarith)] at h
    linarith
```

For the harmonic energy $t^2/2$ with $H_0=2$, the step equation is $2(x_{n+1}-x_n)=-x_n$, which $x_n=(1/2)^n$ satisfies. The error ratio is $1/2=1-1/2$ at every step, in agreement with the general formula.

```lean
/-- For the harmonic energy `t²/2` and frozen Hessian `2`, the sequence `(1/2)^n` is a
frozen-Hessian run that converges to the stationary point `0` without hitting it. -/
theorem frozen_witness :
    Differentiable ℝ (deriv fun t : ℝ => t ^ 2 / 2) ∧ deriv (fun t : ℝ => t ^ 2 / 2) 0 = 0 ∧
      FrozenRun (fun t => t ^ 2 / 2) 2 (fun n => (1 / 2) ^ n) ∧
      Tendsto (fun n : ℕ => (1 / 2 : ℝ) ^ n) atTop (𝓝 0) ∧ ∀ n : ℕ, (1 / 2 : ℝ) ^ n ≠ 0 := by
  have d : deriv (fun t : ℝ => t ^ 2 / 2) = fun t => t := by
    funext t
    exact (((hasDerivAt_pow 2 t).div_const 2).congr_deriv (by norm_num)).deriv
  refine ⟨by rw [d]; fun_prop, by rw [d], fun n => ?_,
    tendsto_pow_atTop_nhds_zero_of_lt_one (by norm_num) (by norm_num), fun n => by positivity⟩
  rw [d]
  ring

end SecondOrderSCFRates
```

```lean
#print axioms SecondOrderSCFRates.newton_digit_doubling
#print axioms SecondOrderSCFRates.frozen_error_ratio
#print axioms SecondOrderSCFRates.frozen_superlinear_iff
```

```
'SecondOrderSCFRates.newton_digit_doubling' depends on axioms: [propext, Classical.choice, Quot.sound]
'SecondOrderSCFRates.frozen_error_ratio' depends on axioms: [propext, Classical.choice, Quot.sound]
'SecondOrderSCFRates.frozen_superlinear_iff' depends on axioms: [propext, Classical.choice, Quot.sound]
```
